# The thermal mean of any observable g(m) in a finite spin multiplet with weights exp(xm) tends to g(I) as x → ∞

A spin I = n/2 has n + 1 levels m = −I, …, I, and level m carries the unnormalised Boltzmann weight exp(xm), with x a real parameter. The theorem `thermalMean_saturation` states that, for any real function g, the mean of g(m), normalised by the sum of the weights, tends to g(I) as x → ∞. The attempt multiplies numerator and denominator by exp(−xI), so that the top level has weight 1 and the weights of all the others tend to zero. The numerator then tends to g(I) and the denominator to 1, and the limit of the quotient follows.

This version doesn't compile in Lean 4 with Mathlib:

```lean
import Mathlib

open Filter Topology Finset

namespace ThermalMeanSaturation

noncomputable section

/-- The spin `I = n/2` of a multiplet with `n + 1` levels. -/
def spin (n : ℕ) : ℝ := n / 2

/-- The magnetic quantum number `m = k - I` of level `k`, where `k = 0, ..., n`. -/
def mz (n k : ℕ) : ℝ := k - spin n

/-- The thermal mean of an observable `g(m)` with Boltzmann weights `exp(x m)`. -/
def thermalMean (n : ℕ) (g : ℝ → ℝ) (x : ℝ) : ℝ :=
  (∑ k ∈ range (n + 1), g (mz n k) * Real.exp (x * mz n k)) /
    ∑ k ∈ range (n + 1), Real.exp (x * mz n k)

/-- As `x → ∞`, the thermal mean of any observable `g(m)` tends to its value `g(I)` in the
level `m = I`. -/
theorem thermalMean_saturation (n : ℕ) (g : ℝ → ℝ) :
    Tendsto (thermalMean n g) atTop (𝓝 (g (spin n))) := by
  -- weights relative to the level m = I
  have key : ∀ h : ℕ → ℝ, Tendsto (fun x : ℝ => ∑ k ∈ range (n + 1),
      h k * Real.exp (x * ((k : ℝ) - n))) atTop (𝓝 (h n)) := by
    intro h
    simp only [sum_range_succ, sub_self, mul_zero, Real.exp_zero, mul_one]
    have h0 : Tendsto (fun x : ℝ => ∑ k ∈ range n, h k * Real.exp (x * ((k : ℝ) - n)))
        atTop (𝓝 (∑ k ∈ range n, (0 : ℝ))) := by
      refine tendsto_finset_sum _ fun k hk => ?_
      have hk' : (k : ℝ) - n < 0 := by
        have : (k : ℝ) < n := by exact_mod_cast mem_range.mp hk
        linarith
      have t := (Real.tendsto_exp_atBot.comp
        (tendsto_id.atTop_mul_const_of_neg hk')).const_mul (h k)
      rw [mul_zero] at t
      exact t
    have t := h0.add_const (h n)
    rw [sum_const_zero, zero_add] at t
    exact t
  have e : ∀ (x : ℝ) (h : ℕ → ℝ),
      ∑ k ∈ range (n + 1), h k * Real.exp (x * ((k : ℝ) - n)) =
      (∑ k ∈ range (n + 1), h k * Real.exp (x * mz n k)) * Real.exp (-(x * spin n)) := by
    intro x h
    rw [sum_mul]
    refine sum_congr rfl fun k _ => ?_
    rw [mul_assoc, ← Real.exp_add]
    congr 2
    unfold mz spin
    ring
  have top : mz n n = spin n := by
    unfold mz spin
    ring
  have t := (key fun k => g (mz n k)).div (key fun _ => 1) one_ne_zero
  rw [div_one, top] at t
  refine t.congr fun x => ?_
  rw [e x fun k => g (mz n k), e x fun _ => 1, mul_div_mul_right _ _ (Real.exp_ne_zero _)]
  simp only [thermalMean, one_mul]

end

end ThermalMeanSaturation
```

Compiling this gives:

```
Main.lean:31:13: warning: `tendsto_finset_sum` has been deprecated: Use `tendsto_finsetSum` instead
Main.lean:58:6: error: Tactic `rewrite` failed: Did not find an occurrence of the pattern
  ∑ k ∈ range (n + 1), g (mz n k) * Real.exp (x * (↑k - ↑n))
in the target expression
  ((fun x => ∑ k ∈ range (n + 1), g (mz n k) * Real.exp (x * (↑k - ↑n))) / fun x =>
        ∑ k ∈ range (n + 1), 1 * Real.exp (x * (↑k - ↑n)))
      x =
    thermalMean n g x

n : ℕ
g : ℝ → ℝ
key : ∀ (h : ℕ → ℝ), Tendsto (fun x => ∑ k ∈ range (n + 1), h k * Real.exp (x * (↑k - ↑n))) atTop (𝓝 (h n))
e :
  ∀ (x : ℝ) (h : ℕ → ℝ),
    ∑ k ∈ range (n + 1), h k * Real.exp (x * (↑k - ↑n)) =
      (∑ k ∈ range (n + 1), h k * Real.exp (x * mz n k)) * Real.exp (-(x * spin n))
top : mz n n = spin n
t :
  Tendsto
    ((fun x => ∑ k ∈ range (n + 1), g (mz n k) * Real.exp (x * (↑k - ↑n))) / fun x =>
      ∑ k ∈ range (n + 1), 1 * Real.exp (x * (↑k - ↑n)))
    atTop (𝓝 (g (spin n)))
x : ℝ
⊢ ((fun x => ∑ k ∈ range (n + 1), g (mz n k) * Real.exp (x * (↑k - ↑n))) / fun x =>
        ∑ k ∈ range (n + 1), 1 * Real.exp (x * (↑k - ↑n)))
      x =
    thermalMean n g x
```

Lean accepts the file once it reads:

```diff
@@ -29,5 +29,5 @@
     have h0 : Tendsto (fun x : ℝ => ∑ k ∈ range n, h k * Real.exp (x * ((k : ℝ) - n)))
         atTop (𝓝 (∑ k ∈ range n, (0 : ℝ))) := by
-      refine tendsto_finset_sum _ fun k hk => ?_
+      refine tendsto_finsetSum _ fun k hk => ?_
       have hk' : (k : ℝ) - n < 0 := by
         have : (k : ℝ) < n := by exact_mod_cast mem_range.mp hk
@@ -56,4 +56,5 @@
   rw [div_one, top] at t
   refine t.congr fun x => ?_
+  simp only [Pi.div_apply]
   rw [e x fun k => g (mz n k), e x fun _ => 1, mul_div_mul_right _ _ (Real.exp_ne_zero _)]
   simp only [thermalMean, one_mul]
```

The error comes at the last step, where `rw` should bring the quotient of sums into the form of `thermalMean n g x`. The limit `t`, built with `.div`, is about a quotient of two functions, so after `t.congr` the goal contains `((fun x => …) / fun x => …) x`: the functions are divided first and the result is applied to `x`. Inside each sum the variable is still the one bound by `fun x`. The rewrite with `e x` looks for the sum at the fixed `x` of the context, and that expression does not yet occur in the goal.

The added `simp only [Pi.div_apply]` turns the quotient of functions at `x` into the quotient of their values at `x`, and `simp` also carries out the applications of the `fun` terms. Both sums then stand in the goal at the fixed `x`, and the rewrites find them.

The warning only says that `tendsto_finset_sum` is a deprecated name. Replacing it with `tendsto_finsetSum` is tidying and has no part in curing the error.
